# For a Hermitian matrix K, linearized time slices never overestimate Tr exp K once L ≥ ‖K‖, and their error is O(1/L)

Take a single level of energy E with βE = 4 and compute its partition function with two linearized time slices. The result is (1 − 2)² = 1, while the exact value is exp(−4) ≈ 0.018. Replacing exp(−βH/L) by 1 − βH/L in each of L slices can therefore fail badly. If neither the sign nor the order of the error is known, a value at finite L cannot be relied on as a bound on the exact one, and there is no basis for extrapolating it in 1/L.

Both are settled here for a finite-dimensional Hilbert space. Write K = −βH, where H is the Hamiltonian and β the inverse temperature. If L is at least the operator norm ‖K‖, the sliced partition function does not exceed the exact one. As L grows, L times the difference tends to Tr(K² exp K)/2. For a world-line Monte Carlo scheme on a finite state space whose slices are linearized in the full H, this gives the leading size of the time-step error of the partition function, and its sign once L ≥ ‖K‖. It does not give the error of thermal averages, which are ratios of traces, or the statistical error. Schemes that split exp(−βH/L) into simpler exponentials have a different time-step error.

## Two partition functions and a coefficient

In the code, `n` is the finite set of basis states and `K` a complex matrix indexed by it. The scope `ComplexOrder` supplies the order on ℂ in which a ≤ b means that b − a is real and nonnegative. An inequality between two traces thus also says that their difference is real.

In Lean 4 with Mathlib:

```lean
import Mathlib

open Matrix Filter Topology
open scoped ComplexOrder

namespace LinearizedSlices

noncomputable section

variable {n : Type*} [Fintype n] [DecidableEq n] {K : Matrix n n ℂ}
```

The exact partition function is

Z = Tr exp K.

```lean
/-- The exact partition function `Tr exp K`, where `K = -β H`. -/
def exactZ (K : Matrix n n ℂ) : ℂ := trace (NormedSpace.exp K)
```

With L slices, each factor exp(K/L) is replaced by its expansion to first order:

Z_L = Tr (1 + K/L)^L.

```lean
/-- The partition function `Tr (1 + K/L)^L` with `L ≥ 1` linearized time slices. -/
def slicedZ (K : Matrix n n ℂ) (L : ℕ) : ℂ := trace ((1 + (L : ℂ)⁻¹ • K) ^ L)
```

The coefficient that will multiply 1/L in the error is

C = Tr(K² exp K)/2.

```lean
/-- The coefficient `Tr (K² exp K) / 2`. -/
def errorCoeff (K : Matrix n n ℂ) : ℂ := trace (K ^ 2 * NormedSpace.exp K) / 2
```

## The error of one level

Let x be a real eigenvalue of K, so x = −βE for a level of energy E. Its exact Boltzmann factor is eˣ, and its sliced one is (1 + x/L)^L. Start with the logarithm of the latter. For L > |x|, put u = x/L. Taylor's formula gives

log(1 + u) = u − u²/2 + r, with |r| ≤ |u|³/(1 − |u|).

Multiplying by L² and rearranging,

L (L log(1 + x/L) − x) + x²/2 = L² r,

|L² r| ≤ (|x|³/L)/(1 − |x|/L) → 0.

Hence L (L log(1 + x/L) − x) → −x²/2. In the proof, `Real.abs_log_sub_add_sum_range_le` supplies the remainder bound, the equation `e` is the rearrangement, and `squeeze_zero_norm'` takes the limit.

```lean
/-- The logarithm of the linearized Boltzmann factor of a level `x` deviates from `x` by
`-x²/(2L)` to leading order. -/
theorem log_level_tendsto (x : ℝ) :
    Tendsto (fun L : ℕ => (L : ℝ) * (L * Real.log (1 + x / L) - x)) atTop
      (𝓝 (-(x ^ 2 / 2))) := by
  have t (c : ℝ) := tendsto_const_div_atTop_nhds_zero_nat c
  have ha := (t (|x| ^ 3)).div ((t |x|).const_sub 1) (by norm_num)
  rw [zero_div] at ha
  have key : Tendsto (fun L : ℕ => (L : ℝ) * (L * Real.log (1 + x / L) - x) + x ^ 2 / 2)
      atTop (𝓝 0) := by
    refine squeeze_zero_norm' (a := fun L : ℕ => |x| ^ 3 / (L : ℝ) / (1 - |x| / L)) ?_ ha
    filter_upwards [eventually_gt_atTop ⌈|x|⌉₊] with L hL
    have hL2 : |x| < L := (Nat.le_ceil _).trans_lt (by exact_mod_cast hL)
    have hpos : (0 : ℝ) < L := by linarith [abs_nonneg x]
    have hu : |-(x / L)| = |x| / L := by rw [abs_neg, abs_div, abs_of_pos hpos]
    -- Taylor remainder of the logarithm after the quadratic term
    have h := Real.abs_log_sub_add_sum_range_le (x := -(x / L))
      (by rw [hu, div_lt_one hpos]; exact hL2) 2
    rw [hu] at h
    have e : (L : ℝ) * (L * Real.log (1 + x / L) - x) + x ^ 2 / 2 = (L : ℝ) ^ 2 *
        (∑ i ∈ Finset.range 2, (-(x / L)) ^ (i + 1) / ((i : ℝ) + 1)
          + Real.log (1 - -(x / L))) := by
      rw [sub_neg_eq_add]
      generalize Real.log (1 + x / L) = l
      simp only [Finset.sum_range_succ, Finset.sum_range_zero]
      push_cast
      field_simp
      ring
    rw [Real.norm_eq_abs, e, abs_mul, abs_of_nonneg (sq_nonneg (L : ℝ))]
    refine (mul_le_mul_of_nonneg_left h (sq_nonneg (L : ℝ))).trans_eq ?_
    show (L : ℝ) ^ 2 * ((|x| / L) ^ 3 / (1 - |x| / L)) = |x| ^ 3 / L / (1 - |x| / L)
    rw [← mul_div_assoc]
    congr 1
    field_simp
  have h := key.sub_const (x ^ 2 / 2)
  rw [zero_sub] at h
  exact h.congr fun L => by ring
```

Now return to the Boltzmann factor itself. Put y = L log(1 + x/L), which is defined once L is large enough that 1 + x/L > 0. Then (1 + x/L)^L = eʸ. The exponential lies above each of its tangents:

eᵃ (b − a) ≤ eᵇ − eᵃ.

Using this once with a = y, b = x and once with a = x, b = y encloses the error:

eʸ L(x − y) ≤ L(eˣ − eʸ) ≤ eˣ L(x − y).

By the previous step L(x − y) → x²/2, and eʸ → eˣ. Both bounds therefore tend to x² eˣ/2, and so does the middle. The tangent inequality is `key` in the code, and its two uses are `h1` and `h2`.

```lean
/-- For one level `x`, `L` times the error of the linearized Boltzmann factor tends to
`x² exp x / 2`. -/
theorem level_error_tendsto (x : ℝ) :
    Tendsto (fun L : ℕ => (L : ℝ) * (Real.exp x - (1 + x / L) ^ L)) atTop
      (𝓝 (x ^ 2 * Real.exp x / 2)) := by
  have hc := log_level_tendsto x
  have hp := Real.tendsto_one_add_div_pow_exp x
  have ev : ∀ᶠ L : ℕ in atTop, 0 < 1 + x / (L : ℝ) :=
    ((tendsto_const_div_atTop_nhds_zero_nat x).const_add 1).eventually
      (lt_mem_nhds (by norm_num : (0 : ℝ) < 1 + 0))
  -- the exponential lies above its tangents
  have key (a b : ℝ) : Real.exp a * (b - a) ≤ Real.exp b - Real.exp a := by
    have h := mul_le_mul_of_nonneg_left (Real.add_one_le_exp (b - a)) (Real.exp_pos a).le
    rw [← Real.exp_add, show a + (b - a) = b by ring] at h
    linarith
  rw [show x ^ 2 * Real.exp x / 2 = -(Real.exp x * -(x ^ 2 / 2)) by ring]
  refine tendsto_of_tendsto_of_tendsto_of_le_of_le' (hp.mul hc).neg
    (hc.const_mul (Real.exp x)).neg ?_ ?_ <;> filter_upwards [ev] with L hb
  all_goals
    have e : (1 + x / L) ^ L = Real.exp (L * Real.log (1 + x / L)) := by
      rw [Real.exp_nat_mul, Real.exp_log hb]
    rw [e]
    generalize (L : ℝ) * Real.log (1 + x / L) = y
    have h1 := mul_le_mul_of_nonneg_left (key y x) (Nat.cast_nonneg (α := ℝ) L)
    have h2 := mul_le_mul_of_nonneg_left (key x y) (Nat.cast_nonneg (α := ℝ) L)
    linarith
```

## From traces to sums over levels

The spectral theorem gives K = U D U†, with U unitary and D the diagonal matrix of the real eigenvalues x_i. Conjugation by U passes through sums, powers and the exponential:

(1 + K/L)^L = U (1 + D/L)^L U†,

K² exp K = U D² exp(D) U†.

The trace is cyclic, so U and U† cancel, and

Z = Σ_i exp(x_i),

Z_L = Σ_i (1 + x_i/L)^L,

C = Σ_i x_i² exp(x_i)/2.

The device that carries this step is the packaging of U as a unit of the matrix ring, an element of `(Matrix n n ℂ)ˣ`. A unit stores a matrix, its inverse, and proofs that the two products are 1. Here the stored inverse is the adjoint, and the proofs come from unitarity. Mathlib states the required conjugation rules for units: `Matrix.exp_units_conj` for the exponential and `Units.conj_pow` for powers. Once the spectral theorem has been put in the form `hU`, with `V` standing for U†, no power series has to be handled. The auxiliary fact `tr` is the cyclic cancellation, and it serves all three traces.

```lean
/-- For Hermitian `K`, the exact and sliced partition functions and the error coefficient are
sums over the eigenvalues of `K`. -/
theorem level_sums (hK : K.IsHermitian) :
    exactZ K = ((∑ i, Real.exp (hK.eigenvalues i) : ℝ) : ℂ) ∧
    (∀ L : ℕ, slicedZ K L = ((∑ i, (1 + hK.eigenvalues i / L) ^ L : ℝ) : ℂ)) ∧
    errorCoeff K
      = ((∑ i, hK.eigenvalues i ^ 2 * Real.exp (hK.eigenvalues i) / 2 : ℝ) : ℂ) := by
  have h := hK.spectral_theorem
  rw [Unitary.conjStarAlgAut_apply] at h
  let U : (Matrix n n ℂ)ˣ := ⟨hK.eigenvectorUnitary, star (hK.eigenvectorUnitary : Matrix n n ℂ),
    mem_unitaryGroup_iff.1 hK.eigenvectorUnitary.2,
    mem_unitaryGroup_iff'.1 hK.eigenvectorUnitary.2⟩
  let V : Matrix n n ℂ := (U⁻¹ : (Matrix n n ℂ)ˣ)
  let D : Matrix n n ℂ := diagonal fun i => (hK.eigenvalues i : ℂ)
  have hU : K = U.val * D * V := h
  have tr (A : Matrix n n ℂ) : trace (U.val * A * V) = trace A := by
    rw [trace_mul_comm, ← mul_assoc, Units.inv_mul, one_mul]
  have he : NormedSpace.exp K = U.val * NormedSpace.exp D * V := by
    rw [← Matrix.exp_units_conj, ← hU]
  have hD : NormedSpace.exp D = diagonal fun i => ((Real.exp (hK.eigenvalues i) : ℝ) : ℂ) := by
    rw [Matrix.exp_diagonal, Pi.exp_def]
    simp only [Complex.ofReal_exp, Complex.exp_eq_exp_ℂ]
  refine ⟨?_, fun L => ?_, ?_⟩
  · rw [exactZ, he, tr, hD, trace_diagonal, Complex.ofReal_sum]
  · have hd : 1 + (L : ℂ)⁻¹ • D
        = diagonal (fun i => ((1 + hK.eigenvalues i / L : ℝ) : ℂ)) := by
      ext i j
      by_cases h : i = j
      · subst h; simp [D, div_eq_inv_mul]
      · simp [D, h]
    have hs : 1 + (L : ℂ)⁻¹ • K = U.val * (1 + (L : ℂ)⁻¹ • D) * V := by
      rw [mul_add, add_mul, mul_one, Units.mul_inv, Matrix.mul_smul, Matrix.smul_mul, ← hU]
    rw [slicedZ, hs, Units.conj_pow, tr, hd, diagonal_pow, trace_diagonal]
    simp
  · have h2 : K ^ 2 * NormedSpace.exp K = U.val * (D ^ 2 * NormedSpace.exp D) * V := by
      have hq : K ^ 2 = U.val * D ^ 2 * V := by rw [← Units.conj_pow, ← hU]
      rw [hq, he]
      simp only [V, mul_assoc, Units.inv_mul_cancel_left]
    rw [errorCoeff, h2, tr, hD, diagonal_pow, diagonal_mul_diagonal, trace_diagonal,
      Finset.sum_div]
    simp
```

## The sign of the error

For one level and L ≥ 1, the inequality 1 + t ≤ eᵗ at t = x/L reads

1 + x/L ≤ exp(x/L).

If x ≥ −L, the left side is nonnegative, and both sides may be raised to the power L:

(1 + x/L)^L ≤ eˣ.

For L = 0 the condition says x ≥ 0, and the claim is 1 ≤ eˣ. Summing over levels gives Z_L ≤ Z whenever no eigenvalue of K lies below −L. In terms of energies, the condition is βE_i ≤ L for every level, which levels of zero or negative energy always satisfy. The condition is sufficient for the bound and says nothing about the size of the error. The Mathlib lemma `Real.one_sub_div_pow_le_exp_neg` is the one-level inequality, with −x in the place of its variable.

```lean
/-- If no eigenvalue of the Hermitian matrix `K` lies below `-L`, linearizing the slices does
not raise the partition function. -/
theorem slicedZ_le_exactZ (hK : K.IsHermitian) {L : ℕ}
    (h : ∀ i, -(L : ℝ) ≤ hK.eigenvalues i) : slicedZ K L ≤ exactZ K := by
  rw [(level_sums hK).1, (level_sums hK).2.1]
  refine Complex.real_le_real.2 (Finset.sum_le_sum fun i _ => ?_)
  have hi := Real.one_sub_div_pow_le_exp_neg (n := L) (t := -hK.eigenvalues i)
    (by linarith [h i])
  rwa [neg_div, sub_neg_eq_add, neg_neg] at hi
```

An upper bound on the norm of K is often easier to obtain than the whole spectrum. Let v_i be a normalised eigenvector for x_i. Then

|x_i| = ‖K v_i‖ ≤ ‖K‖ ‖v_i‖ = ‖K‖.

The norm of a matrix has to be chosen in Mathlib. The scope `Matrix.Norms.L2Operator` selects the Hilbert-space operator norm, the largest factor by which K stretches a state vector. In the proof, `e` is the eigenvalue equation and `h` the norm estimate.

```lean
open scoped Matrix.Norms.L2Operator in
/-- Every eigenvalue of a Hermitian `K` is bounded in modulus by the operator norm of `K`. -/
theorem abs_eigenvalue_le (hK : K.IsHermitian) (i : n) : |hK.eigenvalues i| ≤ ‖K‖ := by
  have e : (WithLp.toLp 2 (K *ᵥ (hK.eigenvectorBasis i).ofLp) : EuclideanSpace ℂ n)
      = (hK.eigenvalues i : ℂ) • hK.eigenvectorBasis i := by
    rw [hK.mulVec_eigenvectorBasis]
    ext j
    simp
  have h : ‖(WithLp.toLp 2 (K *ᵥ (hK.eigenvectorBasis i).ofLp) : EuclideanSpace ℂ n)‖
      ≤ ‖K‖ * ‖hK.eigenvectorBasis i‖ := Matrix.l2_opNorm_mulVec K _
  rw [e, norm_smul, hK.eigenvectorBasis.orthonormal.1 i, mul_one, mul_one] at h
  simpa using h
```

## Bound and limit for the full trace

If ‖K‖ ≤ L, then x_i ≥ −|x_i| ≥ −‖K‖ ≥ −L for every i, and the bound Z_L ≤ Z follows. For the limit, there are finitely many levels, so the one-level limits may be added:

L(Z − Z_L) = Σ_i L(exp(x_i) − (1 + x_i/L)^L) → Σ_i x_i² exp(x_i)/2 = C.

The theorem `linearized_slice_error` has one hypothesis, `hK`, that K is Hermitian. Its first part holds for every natural number L with `‖K‖ ≤ L`, which for K = −βH and L ≥ 1 means that the time step β/L times ‖H‖ is at most 1. Its second part is a limit in ℂ along the natural numbers and needs no norm condition, since only large L matter.

Three restrictions belong to the statement. The state space is finite-dimensional, so a model with infinitely many basis states, such as a harmonic oscillator, is covered only after truncation. Each slice is linear in the whole of H, so the separate error of splitting H into non-commuting parts does not enter. The limit gives the leading coefficient but no explicit bound on the size of the error at a given L.

In the proof, `tendsto_finsetSum` adds the one-level limits, and `level_sums` translates the result back into traces.

```lean
open scoped Matrix.Norms.L2Operator in
/-- For Hermitian `K`, the linearized-slice partition function does not exceed the exact one
once `L ≥ ‖K‖`, and `L` times the error tends to `Tr (K² exp K) / 2`. -/
theorem linearized_slice_error (hK : K.IsHermitian) :
    (∀ L : ℕ, ‖K‖ ≤ L → slicedZ K L ≤ exactZ K) ∧
    Tendsto (fun L : ℕ => (L : ℂ) * (exactZ K - slicedZ K L)) atTop (𝓝 (errorCoeff K)) := by
  refine ⟨fun L hL => slicedZ_le_exactZ hK fun i => ?_, ?_⟩
  · linarith [neg_abs_le (hK.eigenvalues i), abs_eigenvalue_le hK i]
  · -- sum the one-level limits over the spectrum
    have h := tendsto_finsetSum Finset.univ
      (fun i _ => level_error_tendsto (hK.eigenvalues i))
    rw [(level_sums hK).2.2]
    refine ((Complex.continuous_ofReal.tendsto _).comp h).congr fun L => ?_
    rw [(level_sums hK).1, (level_sums hK).2.1, Function.comp_apply, ← Finset.mul_sum,
      Finset.sum_sub_distrib]
    push_cast
    ring
```

The eigenvalue sum for C has no negative terms, and it vanishes only if every x_i is zero, that is, if K = 0. For any other K the error is thus of order 1/L and no smaller, a consequence that the code leaves to the reader.

## Too few slices can reverse the inequality

The example from the beginning shows what can happen when the condition on L is dropped. For the 1 × 1 matrix K = −4 and L = 2,

Z_L = (1 − 4/2)² = 1 > exp(−4) = Z.

The linearized factor is −1 where the exact one is exp(−2), and the even power hides the wrong sign. So Z_L ≤ Z does not hold for all L, and since ‖K‖ = 4 here, even L ≥ ‖K‖/2 would not be enough to guarantee it. The reversal needs an even L: for odd L a negative factor has a negative power, which lies below the positive exact value. The proof evaluates both traces, as `h1` and `h2`, and compares the two real numbers.

```lean
/-- For the one-level system `K = -4` with two slices, the linearized partition function
exceeds the exact one. -/
theorem too_few_slices :
    exactZ (diagonal fun _ : Fin 1 => (-4 : ℂ))
      < slicedZ (diagonal fun _ : Fin 1 => (-4 : ℂ)) 2 := by
  have h1 : slicedZ (diagonal fun _ : Fin 1 => (-4 : ℂ)) 2 = ((1 : ℝ) : ℂ) := by
    norm_num [slicedZ, pow_two, Matrix.trace, Matrix.mul_apply]
  have h2 : exactZ (diagonal fun _ : Fin 1 => (-4 : ℂ)) = ((Real.exp (-4) : ℝ) : ℂ) := by
    rw [exactZ, Matrix.exp_diagonal, Pi.exp_def, trace_diagonal]
    simp [Complex.exp_eq_exp_ℂ]
  rw [h1, h2]
  exact Complex.real_lt_real.2 (Real.exp_lt_one_iff.2 (by norm_num))

end

end LinearizedSlices
```

```lean
#print axioms LinearizedSlices.linearized_slice_error
#print axioms LinearizedSlices.too_few_slices
```

```
'LinearizedSlices.linearized_slice_error' depends on axioms: [propext, Classical.choice, Quot.sound]
'LinearizedSlices.too_few_slices' depends on axioms: [propext, Classical.choice, Quot.sound]
```
